# Removing a site of zero amplitude does not change the Hamiltonian's action at the other sites

Take a Hamiltonian given as a finite square matrix $H$ over the real or complex numbers, and a state $\chi$ whose amplitude at site $a$ is zero. The lemma says that if the row and column of $a$ are deleted and $\chi$ is restricted to the remaining sites, the reduced matrix gives the same value at each remaining site $i$ as the full one: $\sum_{j\neq a} H_{ij}\chi_j=\sum_j H_{ij}\chi_j$. $H$ need not be Hermitian, and $\chi$ need be neither normalised nor an eigenvector. The attempt splits the term $j=a$ off the full sum, rewrites what is left as a sum over the subtype of sites other than $a$, and removes the split-off term using $\chi_a=0$.

An attempt in Lean 4 with a fault in it:

```lean
import Mathlib

open Matrix

namespace NonbondingSiteRemoval

noncomputable section

variable {𝕜 : Type*} [RCLike 𝕜] {n : Type*} [Fintype n] [DecidableEq n]

/-- The Hamiltonian left after the row and column of site `a` are deleted. -/
def deleteSite {m : Type*} (H : Matrix m m 𝕜) (a : m) :
    Matrix {i // i ≠ a} {i // i ≠ a} 𝕜 :=
  H.submatrix Subtype.val Subtype.val

/-- On a state with zero amplitude at `a`, the full and the reduced Hamiltonian act alike
at every remaining site. -/
theorem deleteSite_mulVec (H : Matrix n n 𝕜) {a : n} {χ : n → 𝕜} (hχ : χ a = 0)
    (i : {i // i ≠ a}) :
    (deleteSite H a *ᵥ fun j : {j // j ≠ a} => χ j) i = (H *ᵥ χ) i := by
  change ∑ j : {j // j ≠ a}, H i j * χ j = ∑ j, H i j * χ j
  rw [← Finset.add_sum_erase Finset.univ (fun j => H i j * χ j) (Finset.mem_univ a),
    Finset.sum_subtype (Finset.univ.erase a) (p := fun j => j ≠ a) (by simp)]
  simp only [hχ, mul_zero, zero_add]

end

end NonbondingSiteRemoval
```

Lean reports:

```
Main.lean:20:70: error: unsolved goals
𝕜 : Type u_1
inst✝² : RCLike 𝕜
n : Type u_2
inst✝¹ : Fintype n
inst✝ : DecidableEq n
H : Matrix n n 𝕜
a : n
χ : n → 𝕜
hχ : χ a = 0
i : { i // i ≠ a }
⊢ Fintype { j // j ≠ a }
```

What went wrong. The one goal left open is not an equation but `Fintype { j // j ≠ a }`, the data that the subtype has finitely many elements. `Finset.sum_subtype` needs this for the sum on its right-hand side, but takes it as an ordinary implicit argument, which Lean fills by unification and not by instance search. `rw` matches only the left-hand side, a sum over `Finset.univ.erase a`, which does not mention that argument. Giving `p` fixes the subtype but not its `Fintype` structure, so `rw` leaves the structure as an extra goal, and nothing later in the proof supplies it.

The repair first states the equation between the two sums as `hs`. Writing out the subtype sum there makes Lean find its `Fintype` instance, and matching `Finset.sum_subtype` against that statement fixes the implicit argument. It also fixes `p`, which need no longer be named. The other changes fit the rest of the proof to this: `hadd` holds the same splitting of the full sum as before, `simp only` removes its zero term, and the last line chains the two equations.

The mended proof, as a diff:

```diff
@@ -20,7 +20,9 @@
     (deleteSite H a *ᵥ fun j : {j // j ≠ a} => χ j) i = (H *ᵥ χ) i := by
   change ∑ j : {j // j ≠ a}, H i j * χ j = ∑ j, H i j * χ j
-  rw [← Finset.add_sum_erase Finset.univ (fun j => H i j * χ j) (Finset.mem_univ a),
-    Finset.sum_subtype (Finset.univ.erase a) (p := fun j => j ≠ a) (by simp)]
-  simp only [hχ, mul_zero, zero_add]
+  have hs : ∑ j ∈ Finset.univ.erase a, H i j * χ j = ∑ j : {j // j ≠ a}, H i j * χ j :=
+    Finset.sum_subtype (Finset.univ.erase a) (by simp) (fun j => H i j * χ j)
+  have hadd := Finset.add_sum_erase Finset.univ (fun j => H i j * χ j) (Finset.mem_univ a)
+  simp only [hχ, mul_zero, zero_add] at hadd
+  exact hs.symm.trans hadd
 
 end
```
